# The screened Green function on a uniform ring is a sum of two exponentials, and it is unique

Take a ring of $N$ sites labelled $x = 0, 1, \dots, N-1$, with site arithmetic modulo $N$. Fix a real number $0 < r < 1$, and let $\delta_{x,0}$ be $1$ at the source site $0$ and $0$ elsewhere. The screened equation with a unit source is

$$(r + 1/r)\,G(x) - G(x+1) - G(x-1) = \delta_{x,0}.$$

For $N \ge 3$ I believe its only solution is

$$G(x) = \frac{r^x + r^{N-x}}{(1/r - r)(1 - r^N)}, \qquad 0 \le x < N.$$

The two terms look like decay from the source in the two directions around the ring. I would like to see this derived in full, including the wrap-around and the uniqueness, and checked by machine. Can that be done?

## Matching two exponentials at the source

Yes, and the result holds for every $N \ge 1$. Write $D = (1/r - r)(1 - r^N)$, which is positive for $0<r<1$. The formula also gives the right value at $x = N$: there it reads $(r^N + 1)/D$, which is $G(0)$. For $0 < x < N$ both neighbours can therefore be read off at $x-1$ and $x+1$, with no special case at the seam. The neighbours of the source are read off at $1$ and $N-1$.

**Away from the source**, for $0 < x < N$, both exponentials solve the homogeneous equation:

$$(r + 1/r)\,r^x = r^{x+1} + r^{x-1}, \qquad (r + 1/r)\,r^{N-x} = r^{N-x+1} + r^{N-x-1}.$$

**At the source**, both neighbours carry the value $(r + r^{N-1})/D$. Multiplied by $D$, the left side of the equation is

$$(r + 1/r)(1 + r^N) - 2(r + r^{N-1}) = 1/r - r + r^{N+1} - r^{N-1} = D,$$

so the source strength is $1$.

**Uniqueness.** Let $d$ be the difference of two solutions, and set $u(x) = d(x+1) - r\,d(x)$. The homogeneous equation at site $x+1$ gives $d(x+2) = (r + 1/r)\,d(x+1) - d(x)$, hence

$$u(x+1) = d(x+2) - r\,d(x+1) = \tfrac1r\, d(x+1) - d(x) = \tfrac1r\, u(x).$$

One full turn gives $u(x) = r^{-N} u(x)$, so $u = 0$. Then $d(x+1) = r\,d(x)$, one more turn gives $d(x) = r^N d(x)$, and $d = 0$.

**Other sources.** For a source $s$, put $f(x) = \sum_y G(x-y)\,s(y)$. The operator acts on $x$ only, so it turns $G(x-y)$ into $\delta_{x,y}$ and the sum into $s(x)$. By uniqueness, $f$ is the only response.

**Bloch sum.** Let $\chi$ be a character of the ring, such as $\chi(x) = e^{ikx}$ with $k = 2\pi m/N$ and $m$ an integer, and let $\hat G = \sum_x \chi(x) G(x)$. Shifting the summation variable gives $\sum_x \chi(x) G(x+a) = \chi(-a)\,\hat G$. Multiplying the screened equation by $\chi(x)$ and summing yields

$$\bigl(r + 1/r - \chi(1) - \chi(-1)\bigr)\,\hat G = 1,$$

which for the plane wave is $\hat G = 1/(r + 1/r - 2\cos k)$.

## What the Lean theorems say

The sites are `ZMod N`, and `[NeZero N]` says $N \ge 1$. The representative `x.val` lies between $0$ and $N-1$, so the natural-number subtraction `N - x.val` is never truncated. On the smallest rings the neighbours coincide: for $N = 2$ the other site is counted twice, and for $N = 1$ the site is its own neighbour on both sides.

`screened_green_function_on_ring` is an equivalence: a real function `G` satisfies the equation at every site if and only if it equals the formula at every site. One direction is existence, the other uniqueness.

The preceding results hold over any field `K`, with conditions in place of $0<r<1$. For complex $r = e^{iq}$ the on-site term is $2\cos q$. The condition `r ^ N ≠ 1` then keeps $q$ away from the allowed Bloch wavevectors, where the operator is singular, and `r ^ 2 ≠ 1` excludes the band edges, where $D$ vanishes.

For a non-interacting, one-orbital, uniform ring with $H = -(T + T^{-1})$, where $T$ is translation by one site, $G$ is the source column of $(H - E)^{-1}$ at the energy $E = -(r + 1/r)$ below the band. Disorder, longer-range hopping and the infinite chain are not treated.

```lean
import Mathlib

open Finset

namespace ScreenedRingGreen

noncomputable section

variable {K : Type*} [Field K] {N : ℕ}

/-- The screened hopping operator on a ring of `N` sites: on-site term `r + 1/r` minus the
amplitudes on the two neighbouring sites. -/
def screenedOp (r : K) (f : ZMod N → K) (x : ZMod N) : K :=
  (r + r⁻¹) * f x - f (x + 1) - f (x - 1)

/-- The closed formula for the ring Green function with source at site `0`: `r` to the power of the
number of steps from the source, summed over the two directions around the ring and divided by a
common normalisation. -/
def ringGreen (N : ℕ) (r : K) (x : ZMod N) : K :=
  (r ^ x.val + r ^ (N - x.val)) / ((r⁻¹ - r) * (1 - r ^ N))

/-- At a site lying `a` steps from the source one way and `b` steps the other way, the Green
function is `r^a + r^b` over the normalisation. -/
theorem ringGreen_natCast (r : K) (a b : ℕ) (h : a + b = N) :
    ringGreen N r (a : ZMod N) = (r ^ a + r ^ b) / ((r⁻¹ - r) * (1 - r ^ N)) := by
  rcases Nat.eq_zero_or_pos b with hb | hb
  · -- a full turn leads back to the source
    have ha : a = N := by omega
    rw [ha, hb, ZMod.natCast_self]
    unfold ringGreen
    rw [ZMod.val_zero, Nat.sub_zero, add_comm]
  · have ha : a < N := by omega
    have hb' : N - a = b := by omega
    unfold ringGreen
    rw [ZMod.val_natCast_of_lt ha, hb']

/-- If `r ≠ 0`, `r^2 ≠ 1` and `r^N ≠ 1`, the ring Green function solves the screened equation with a
unit source at site `0`. -/
theorem screenedOp_ringGreen [NeZero N] {r : K} (hr : r ≠ 0) (hr2 : r ^ 2 ≠ 1)
    (hrN : r ^ N ≠ 1) (x : ZMod N) :
    screenedOp r (ringGreen N r) x = if x = 0 then 1 else 0 := by
  have hinv : r * r⁻¹ = 1 := mul_inv_cancel₀ hr
  have hD1 : r⁻¹ - r ≠ 0 := by
    intro h
    apply hr2
    linear_combination hinv - r * h
  have hD : (r⁻¹ - r) * (1 - r ^ N) ≠ 0 :=
    mul_ne_zero hD1 (sub_ne_zero.mpr (Ne.symm hrN))
  obtain ⟨n, hn, rfl⟩ : ∃ n : ℕ, n < N ∧ (n : ZMod N) = x :=
    ⟨x.val, ZMod.val_lt x, ZMod.natCast_zmod_val x⟩
  cases n with
  | zero =>
    -- at the source the left neighbour is the last site of the ring
    obtain ⟨M, hM⟩ : ∃ M, N = M + 1 := ⟨N - 1, by omega⟩
    have hp : r ^ N = r ^ M * r := by rw [hM, pow_succ]
    have hc : ((M + 1 : ℕ) : ZMod N) = 0 := by
      rw [← hM]
      exact ZMod.natCast_self N
    have e1 : ((0 : ℕ) : ZMod N) + 1 = ((1 : ℕ) : ZMod N) := by simp
    have e2 : ((0 : ℕ) : ZMod N) - 1 = (M : ZMod N) := by
      push_cast at hc ⊢
      linear_combination -hc
    have hx : ((0 : ℕ) : ZMod N) = 0 := Nat.cast_zero
    rw [if_pos hx]
    unfold screenedOp
    rw [e1, e2, ringGreen_natCast r 0 N (by omega), ringGreen_natCast r 1 M (by omega),
      ringGreen_natCast r M 1 (by omega), ← mul_div_assoc, ← sub_div, ← sub_div,
      div_eq_one_iff_eq hD]
    linear_combination 2 * r⁻¹ * hp + 2 * r ^ M * hinv
  | succ n =>
    -- away from the source both exponentials solve the homogeneous equation
    obtain ⟨k, hk⟩ : ∃ k, N = n + k + 2 := ⟨N - n - 2, by omega⟩
    have hx : ((n + 1 : ℕ) : ZMod N) ≠ 0 := by
      intro h
      have h1 := (CharP.cast_eq_zero_iff (ZMod N) N (n + 1)).mp h
      have h2 := Nat.le_of_dvd (Nat.succ_pos n) h1
      omega
    have e1 : ((n + 1 : ℕ) : ZMod N) + 1 = ((n + 2 : ℕ) : ZMod N) := by
      push_cast
      ring
    have e2 : ((n + 1 : ℕ) : ZMod N) - 1 = (n : ZMod N) := by
      push_cast
      ring
    rw [if_neg hx]
    unfold screenedOp
    rw [e1, e2, ringGreen_natCast r (n + 1) (k + 1) (by omega),
      ringGreen_natCast r (n + 2) k (by omega), ringGreen_natCast r n (k + 2) (by omega),
      ← mul_div_assoc, ← sub_div, ← sub_div, div_eq_zero_iff]
    left
    linear_combination (r ^ n + r ^ k) * hinv

/-- An amplitude that is multiplied by `c` at every step around the ring vanishes if
`c^N ≠ 1`. -/
theorem eq_zero_of_step {c : K} (hc : c ^ N ≠ 1) (f : ZMod N → K)
    (h : ∀ x, f (x + 1) = c * f x) (x : ZMod N) : f x = 0 := by
  have key : ∀ n : ℕ, f (x + (n : ZMod N)) = c ^ n * f x := by
    intro n
    induction n with
    | zero => simp
    | succ n ih =>
      rw [Nat.cast_succ, ← add_assoc, h, ih, pow_succ]
      ring
  have hN := key N
  rw [ZMod.natCast_self, add_zero] at hN
  have h0 : (1 - c ^ N) * f x = 0 := by linear_combination hN
  exact (mul_eq_zero.mp h0).resolve_left (sub_ne_zero.mpr (Ne.symm hc))

/-- If `r ≠ 0` and `r^N ≠ 1`, two amplitudes on the ring with the same image under the screened
operator are equal. -/
theorem screenedOp_injective {r : K} (hr : r ≠ 0) (hrN : r ^ N ≠ 1) :
    Function.Injective (screenedOp r : (ZMod N → K) → ZMod N → K) := by
  intro f g hfg
  have hinv : r * r⁻¹ = 1 := mul_inv_cancel₀ hr
  have hrN' : r⁻¹ ^ N ≠ 1 := by simpa [inv_pow] using hrN
  -- the second-order equation factorises into two first-order ones
  have h1 := eq_zero_of_step hrN' (fun x => (f (x + 1) - g (x + 1)) - r * (f x - g x)) (by
    intro x
    have h := congrFun hfg (x + 1)
    simp only [screenedOp, add_sub_cancel_right] at h
    linear_combination (f x - g x) * hinv - h)
  have h2 := eq_zero_of_step hrN (fun x => f x - g x) (fun x => sub_eq_zero.mp (h1 x))
  funext x
  exact sub_eq_zero.mp (h2 x)

/-- If `r ≠ 0`, `r^2 ≠ 1` and `r^N ≠ 1`, then for any source `s` on the ring the screened equation
has exactly one solution, the convolution of the source with the ring Green function. -/
theorem screenedOp_eq_iff [NeZero N] {r : K} (hr : r ≠ 0) (hr2 : r ^ 2 ≠ 1)
    (hrN : r ^ N ≠ 1) (f s : ZMod N → K) :
    screenedOp r f = s ↔ f = fun x => ∑ y, ringGreen N r (x - y) * s y := by
  have hsol : screenedOp r (fun x => ∑ y, ringGreen N r (x - y) * s y) = s := by
    funext x
    calc screenedOp r (fun x => ∑ y, ringGreen N r (x - y) * s y) x
        = ∑ y, screenedOp r (ringGreen N r) (x - y) * s y := by
          simp only [screenedOp, Finset.mul_sum, ← Finset.sum_sub_distrib]
          refine Finset.sum_congr rfl fun y _ => ?_
          rw [show x + 1 - y = x - y + 1 by ring, show x - 1 - y = x - y - 1 by ring]
          ring
      _ = s x := by
          simp [screenedOp_ringGreen hr hr2 hrN, sub_eq_zero]
  constructor
  · intro h
    exact screenedOp_injective hr hrN (h.trans hsol.symm)
  · intro h
    rw [h, hsol]

/-- If `r ≠ 0`, `r^2 ≠ 1` and `r^N ≠ 1`, the Bloch sum of the ring Green function against a
character `χ` of the ring is the inverse of `r + 1/r - χ(1) - χ(-1)`. -/
theorem bloch_sum_ringGreen [NeZero N] {r : K} (hr : r ≠ 0) (hr2 : r ^ 2 ≠ 1)
    (hrN : r ^ N ≠ 1) (χ : AddChar (ZMod N) K) :
    (r + r⁻¹ - χ 1 - χ (-1)) * ∑ x, χ x * ringGreen N r x = 1 := by
  -- translating the Green function multiplies its Bloch sum by a value of the character
  have hs : ∀ a : ZMod N, ∑ x, χ x * ringGreen N r (x + a)
      = χ (-a) * ∑ x, χ x * ringGreen N r x := by
    intro a
    rw [Finset.mul_sum]
    refine Fintype.sum_equiv (Equiv.addRight a) _ _ fun x => ?_
    show χ x * ringGreen N r (x + a) = χ (-a) * (χ (x + a) * ringGreen N r (x + a))
    rw [← mul_assoc, ← AddChar.map_add_eq_mul, show -a + (x + a) = x by ring]
  have h1 : ∑ x, χ x * screenedOp r (ringGreen N r) x = 1 := by
    simp [screenedOp_ringGreen hr hr2 hrN]
  have h2 : ∑ x, χ x * screenedOp r (ringGreen N r) x
      = (r + r⁻¹) * ∑ x, χ x * ringGreen N r x
        - ∑ x, χ x * ringGreen N r (x + 1) - ∑ x, χ x * ringGreen N r (x + -1) := by
    rw [Finset.mul_sum, ← Finset.sum_sub_distrib, ← Finset.sum_sub_distrib]
    refine Finset.sum_congr rfl fun x _ => ?_
    rw [← sub_eq_add_neg x 1]
    unfold screenedOp
    ring
  rw [hs 1, hs (-1), neg_neg] at h2
  linear_combination h1 - h2

/-- For real `0 < r < 1`, a real function on the ring solves the screened equation with a unit
source at site `0` if and only if it is the stated sum of two exponentials. -/
theorem screened_green_function_on_ring [NeZero N] {r : ℝ} (h0 : 0 < r) (h1 : r < 1)
    (G : ZMod N → ℝ) :
    (∀ x, (r + 1 / r) * G x - G (x + 1) - G (x - 1) = if x = 0 then 1 else 0) ↔
      ∀ x, G x = (r ^ x.val + r ^ (N - x.val)) / ((1 / r - r) * (1 - r ^ N)) := by
  have hr2 : r ^ 2 ≠ 1 := (pow_lt_one₀ h0.le h1 two_ne_zero).ne
  have hrN : r ^ N ≠ 1 := (pow_lt_one₀ h0.le h1 (NeZero.ne N)).ne
  have hsol := screenedOp_ringGreen (N := N) h0.ne' hr2 hrN
  simp only [one_div]
  constructor
  · intro h x
    have hG : G = ringGreen N r :=
      screenedOp_injective h0.ne' hrN (funext fun y => (h y).trans (hsol y).symm)
    exact congrFun hG x
  · intro h x
    have hG : G = ringGreen N r := funext h
    rw [hG]
    exact hsol x

end

end ScreenedRingGreen
```

```lean
#print axioms ScreenedRingGreen.screenedOp_eq_iff
#print axioms ScreenedRingGreen.bloch_sum_ringGreen
#print axioms ScreenedRingGreen.screened_green_function_on_ring
```

```
'ScreenedRingGreen.screenedOp_eq_iff' depends on axioms: [propext, Classical.choice, Quot.sound]
'ScreenedRingGreen.bloch_sum_ringGreen' depends on axioms: [propext, Classical.choice, Quot.sound]
'ScreenedRingGreen.screened_green_function_on_ring' depends on axioms: [propext, Classical.choice, Quot.sound]
```

## How the proof follows the derivation

- `ringGreen_natCast` evaluates $G$ at a site $a$ steps from the source one way and $b$ the other, with $a + b = N$. It allows $a = N$, which settles the wrap-around.
- `screenedOp_ringGreen` writes the site as a natural number below $N$ and splits into zero and successor. These are the source and off-source computations above; after the denominator is cleared, `linear_combination` closes each using $r\,r^{-1} = 1$.
- `eq_zero_of_step` is the full-turn argument: induction gives $f(x+n) = c^n f(x)$, and $n = N$ returns to $x$.
- `screenedOp_injective` applies it twice, first to $u$ with $c = 1/r$, then to $d$ with $c = r$.
- `screenedOp_eq_iff` moves the operator inside the convolution sum, then uses injectivity.
- `bloch_sum_ringGreen` proves the shift rule as `hs` and sums the equation against $\chi$.
- The final theorem derives the conditions $r \ne 0$, $r^2 \ne 1$ and $r^N \ne 1$ from $0 < r < 1$ and combines existence with injectivity.

## Solving a periodic tridiagonal system

Suppose the on-site constant $a > 2$ is given instead of $r$. The root of $r + 1/r = a$ below $1$ is $r = 2/(a + \sqrt{a^2 - 4})$. For a real source array `s` of length `N`, the convolution can be done with fast Fourier transforms:

```python
r = 2 / (a + np.sqrt(a*a - 4))
x = np.arange(N)
G = (r**x + r**(N - x)) / ((1/r - r) * (1 - r**N))
f = np.fft.ifft(np.fft.fft(G) * np.fft.fft(s)).real
```

Up to rounding, entry $m$ of `np.fft.fft(G)` is $1/(a - 2\cos(2\pi m/N))$, which gives a direct comparison between the real-space formula and the Bloch sum.
